# At fixed nonzero coupling, the antibonding occupation of a two-configuration ground state falls as the gap grows

Take two closed-shell configurations of equal energy \(a\), coupled by \(K\neq0\). A real normalised vector \((c_0,c_1)\) has energy \(a+2Kc_0c_1\). Since \(|2c_0c_1|\le1\), the minimum has \(c_0^2=c_1^2=\tfrac12\), with the relative sign opposite to that of \(K\). The first configuration holds an electron pair in the bonding orbital, the second holds it in the antibonding orbital, so the antibonding occupation is \(2c_1^2=1\).

If the second configuration has energy \(b\) instead, the gap \(\Delta=b-a\) shifts this balance:

\[2c_1^2=1-\frac{\Delta}{R},\qquad R=\sqrt{\Delta^2+4K^2}.\]

In a two-electron, two-orbital active space where symmetry excludes the open-shell singlet, this occupation is, for \(\Delta\ge0\), a common measure of diradical character.

In the file, `hamiltonian a b K` is the matrix in an orthonormal configuration basis, `energy` is \(c\cdot Hc\), and `IsGround` means normalised with least energy among real normalised vectors. The numbers \(a,b,K\) are given, not computed from orbitals. Indices start at 0.

```lean
import Mathlib

open Filter Topology Matrix

namespace TwoConfigurationModel

noncomputable section

/-- The real Hamiltonian of two closed-shell configurations with energies `a` (bonding pair)
and `b` (antibonding pair) and coupling `K`. -/
def hamiltonian (a b K : ℝ) : Matrix (Fin 2) (Fin 2) ℝ := !![a, K; K, b]

/-- The energy expectation value of a real coefficient vector, for a normalised vector. -/
def energy (H : Matrix (Fin 2) (Fin 2) ℝ) (c : Fin 2 → ℝ) : ℝ := c ⬝ᵥ (H *ᵥ c)

/-- A ground vector is a normalised vector whose energy is least among normalised vectors. -/
def IsGround (H : Matrix (Fin 2) (Fin 2) ℝ) (c : Fin 2 → ℝ) : Prop :=
  c 0 ^ 2 + c 1 ^ 2 = 1 ∧ ∀ x : Fin 2 → ℝ, x 0 ^ 2 + x 1 ^ 2 = 1 → energy H c ≤ energy H x

/-- The antibonding occupation: two electrons times the weight of the second configuration. -/
def antibondingOccupation (c : Fin 2 → ℝ) : ℝ := 2 * c 1 ^ 2
```

## Nonzero coupling, \(K\neq0\)

Physically, \(K\) is the matrix element that moves the electron pair between the orbitals; for real orbitals it is their exchange integral. Either sign is allowed here.

By hand, \(K\neq0\) gives \(R>|\Delta|\), so \(R\) and \(R+\Delta\) are positive and can be divided by. In the proof this is `splitting_bounds`, where `splitting` is \(R\).

Without it the mixing disappears. For \(K=0\) and \(\Delta>0\) the ground vectors are \((\pm1,0)\), with occupation 0 at every gap: the strict bounds, the strict decrease and the limit 1 all fail. At \(K=\Delta=0\) every normalised vector is a ground vector, and the occupation is undetermined.

```lean
/-- The root `√(Δ² + 4K²)` formed from the gap `Δ` and the coupling `K`. -/
def splitting (Δ K : ℝ) : ℝ := √(Δ ^ 2 + 4 * K ^ 2)

/-- The vector `(R + Δ, -2K)` divided by its length, with `R = √(Δ² + 4K²)`; if `K = 0` and `Δ ≤ 0`,
that length is 0 and the definition gives the zero vector. -/
def groundVector (Δ K : ℝ) : Fin 2 → ℝ :=
  ![(splitting Δ K + Δ) / √(2 * splitting Δ K * (splitting Δ K + Δ)),
    -(2 * K) / √(2 * splitting Δ K * (splitting Δ K + Δ))]

lemma splitting_sq (Δ K : ℝ) : splitting Δ K ^ 2 = Δ ^ 2 + 4 * K ^ 2 :=
  Real.sq_sqrt (by positivity)

/-- With nonzero coupling, the root `√(Δ² + 4K²)` is positive and exceeds the gap in size. -/
lemma splitting_bounds (Δ : ℝ) {K : ℝ} (hK : K ≠ 0) :
    0 < splitting Δ K ∧ -splitting Δ K < Δ ∧ Δ < splitting Δ K := by
  have hpos : 0 < splitting Δ K := Real.sqrt_pos.2 (by positivity)
  have hK2 : 0 < K ^ 2 := by positivity
  exact ⟨hpos, abs_lt_of_sq_lt_sq' (by rw [splitting_sq]; linarith) hpos.le⟩
```

## Normalisation and least energy

Normalisation makes \(c_0^2\) and \(c_1^2\) weights; least energy selects the ground state. Put \(u=c_0^2-c_1^2\) and \(v=2c_0c_1\). Then \(u^2+v^2=(c_0^2+c_1^2)^2=1\), and substituting \(c_0^2=(1+u)/2\), \(c_1^2=(1-u)/2\) gives

\[E=ac_0^2+bc_1^2+2Kc_0c_1=\frac{a+b}{2}-\frac{\Delta u-2Kv}{2}.\]

Moreover,

\[(\Delta u-2Kv)^2+(2Ku+\Delta v)^2=(\Delta^2+4K^2)(u^2+v^2)=R^2,\]

so \(\Delta u-2Kv\le R\) and \(E\ge(a+b-R)/2\). These steps are `energy_eq` and `energy_lower_bound`; in both, `linear_combination` checks an identity from a given multiple of the normalisation equation.

```lean
/-- The energy of a normalised vector, written with the weight difference `c₀² - c₁²` and the
interference term `2c₀c₁`. -/
lemma energy_eq (a b K : ℝ) {c : Fin 2 → ℝ} (hc : c 0 ^ 2 + c 1 ^ 2 = 1) :
    energy (hamiltonian a b K) c =
      (a + b) / 2 - ((b - a) * (c 0 ^ 2 - c 1 ^ 2) - 2 * K * (2 * c 0 * c 1)) / 2 := by
  have h : energy (hamiltonian a b K) c =
      a * c 0 ^ 2 + b * c 1 ^ 2 + 2 * K * c 0 * c 1 := by
    simp only [energy, hamiltonian, Matrix.mulVec, dotProduct, Fin.sum_univ_two,
      Matrix.of_apply, Matrix.cons_val_zero, Matrix.cons_val_one]
    ring
  rw [h]
  linear_combination ((a + b) / 2) * hc

/-- No normalised vector has an energy below `(a + b - √((b - a)² + 4K²)) / 2`. -/
theorem energy_lower_bound (a b K : ℝ) {c : Fin 2 → ℝ} (hc : c 0 ^ 2 + c 1 ^ 2 = 1) :
    (a + b - splitting (b - a) K) / 2 ≤ energy (hamiltonian a b K) c := by
  have hsum : ((b - a) * (c 0 ^ 2 - c 1 ^ 2) - 2 * K * (2 * c 0 * c 1)) ^ 2
      + (2 * K * (c 0 ^ 2 - c 1 ^ 2) + (b - a) * (2 * c 0 * c 1)) ^ 2
      = (b - a) ^ 2 + 4 * K ^ 2 := by
    linear_combination ((b - a) ^ 2 + 4 * K ^ 2) * (c 0 ^ 2 + c 1 ^ 2 + 1) * hc
  have hle := (abs_le_of_sq_le_sq'
    (a := (b - a) * (c 0 ^ 2 - c 1 ^ 2) - 2 * K * (2 * c 0 * c 1))
    (b := splitting (b - a) K)
    (by
      rw [splitting_sq, ← hsum]
      exact le_add_of_nonneg_right (sq_nonneg _))
    (Real.sqrt_nonneg _)).2
  rw [energy_eq a b K hc]
  linarith
```

The bound is attained by \((R+\Delta,-2K)/N\) with \(N^2=2R(R+\Delta)\). Its squared length is 1 because \((R+\Delta)^2+4K^2=2R(R+\Delta)\). Using \(4K^2=(R-\Delta)(R+\Delta)\), one finds \(u=\Delta/R\) and \(v=-2K/R\), hence \(\Delta u-2Kv=R\).

```lean
lemma groundVector_spec (Δ : ℝ) {K : ℝ} (hK : K ≠ 0) :
    groundVector Δ K 0 ^ 2 + groundVector Δ K 1 ^ 2 = 1 ∧
    Δ * (groundVector Δ K 0 ^ 2 - groundVector Δ K 1 ^ 2)
      - 2 * K * (2 * groundVector Δ K 0 * groundVector Δ K 1) = splitting Δ K := by
  obtain ⟨hR, hl, -⟩ := splitting_bounds Δ hK
  have hR2 := splitting_sq Δ K
  have h0 : groundVector Δ K 0 =
    (splitting Δ K + Δ) / √(2 * splitting Δ K * (splitting Δ K + Δ)) := rfl
  have h1 : groundVector Δ K 1 =
    -(2 * K) / √(2 * splitting Δ K * (splitting Δ K + Δ)) := rfl
  have hprod : 0 < 2 * splitting Δ K * (splitting Δ K + Δ) :=
    mul_pos (by linarith) (by linarith)
  have hN := Real.sq_sqrt hprod.le
  have hNpos := Real.sqrt_pos.2 hprod
  rw [h0, h1]
  generalize √(2 * splitting Δ K * (splitting Δ K + Δ)) = N at hN hNpos ⊢
  generalize splitting Δ K = R at hN hR2 ⊢
  have hN0 : N ^ 2 ≠ 0 := by positivity
  constructor
  · rw [div_pow, div_pow, ← add_div, div_eq_iff hN0]
    linear_combination -hN - hR2
  · have h : Δ * (((R + Δ) / N) ^ 2 - (-(2 * K) / N) ^ 2)
        - 2 * K * (2 * ((R + Δ) / N) * (-(2 * K) / N))
        = (Δ * ((R + Δ) ^ 2 - 4 * K ^ 2) + 8 * K ^ 2 * (R + Δ)) / N ^ 2 := by ring
    rw [h, div_eq_iff hN0]
    linear_combination -R * hN - (2 * R + Δ) * hR2

/-- For nonzero coupling, the explicit vector `groundVector (b - a) K` is a ground vector. -/
theorem groundVector_isGround (a b : ℝ) {K : ℝ} (hK : K ≠ 0) :
    IsGround (hamiltonian a b K) (groundVector (b - a) K) := by
  obtain ⟨hn, ht⟩ := groundVector_spec (b - a) hK
  refine ⟨hn, fun x hx => ?_⟩
  have hx' := energy_lower_bound a b K hx
  rw [energy_eq a b K hn, ht]
  linarith
```

Any other ground vector must have the same energy, so it also satisfies \(\Delta u-2Kv=R\). Therefore

\[(uR-\Delta)^2+(vR+2K)^2=R^2-2R^2+R^2=0.\]

Both squares vanish, \(u=\Delta/R\), and \(2c_1^2=1-u\). The proof of `occupation_formula` follows this argument, with `hopt` as the equality and `hsum` as the vanishing sum.

```lean
/-- For nonzero coupling, every ground vector has antibonding occupation
`1 - Δ / √(Δ² + 4K²)` with `Δ = b - a`, whatever the sign of `Δ`. -/
theorem occupation_formula {a b K : ℝ} (hK : K ≠ 0) {c : Fin 2 → ℝ}
    (hc : IsGround (hamiltonian a b K) c) :
    antibondingOccupation c = 1 - (b - a) / √((b - a) ^ 2 + 4 * K ^ 2) := by
  change 2 * c 1 ^ 2 = 1 - (b - a) / splitting (b - a) K
  have hR := (splitting_bounds (b - a) hK).1
  have hR2 := splitting_sq (b - a) K
  obtain ⟨hn, ht⟩ := groundVector_spec (b - a) hK
  have hcn := hc.1
  -- The ground vector attains the lower bound on the energy.
  have hup := hc.2 _ hn
  have hlow := energy_lower_bound a b K hcn
  rw [energy_eq a b K hn, ht, energy_eq a b K hcn] at hup
  rw [energy_eq a b K hcn] at hlow
  have hopt : (b - a) * (c 0 ^ 2 - c 1 ^ 2) - 2 * K * (2 * c 0 * c 1)
      = splitting (b - a) K := by linarith
  generalize splitting (b - a) K = R at hR hR2 hopt ⊢
  -- Equality in the bound fixes the weight difference.
  have hsum : ((c 0 ^ 2 - c 1 ^ 2) * R - (b - a)) ^ 2
      + (2 * c 0 * c 1 * R + 2 * K) ^ 2 = 0 := by
    linear_combination R ^ 2 * (c 0 ^ 2 + c 1 ^ 2 + 1) * hcn - 2 * R * hopt - hR2
  have hsq : ((c 0 ^ 2 - c 1 ^ 2) * R - (b - a)) ^ 2 = 0 :=
    le_antisymm (by linarith [sq_nonneg (2 * c 0 * c 1 * R + 2 * K)]) (sq_nonneg _)
  have hu := (pow_eq_zero_iff two_ne_zero).1 hsq
  have hdiv : (b - a) / R = c 0 ^ 2 - c 1 ^ 2 := by
    rw [div_eq_iff hR.ne']
    linarith
  rw [hdiv]
  linarith
```

For \(a=0\), \(b=3\), \(K=2\), we have \(R=5\), ground vector \((2,-1)/\sqrt5\), energy \(-1\) and occupation \(2/5\). Without least energy the formula fails: the excited eigenvector \((1,2)/\sqrt5\) is normalised but has occupation \(8/5\).

## A positive gap, \(a<b\)

This says that the bonding configuration lies lower. By hand, \(0<\Delta<R\) gives \(0<\Delta/R<1\), so the occupation lies in \((0,1)\). The proof takes positivity from `hab` and the upper bound from `splitting_bounds`.

Only this theorem needs the hypothesis. If the gap is reversed to \(\Delta=-3\) with \(K=2\), the occupation is \(8/5\).

```lean
/-- For a positive gap and nonzero coupling, the antibonding occupation of a ground vector
lies strictly between 0 and 1. -/
theorem occupation_mem_Ioo {a b K : ℝ} (hab : a < b) (hK : K ≠ 0) {c : Fin 2 → ℝ}
    (hc : IsGround (hamiltonian a b K) c) : antibondingOccupation c ∈ Set.Ioo (0 : ℝ) 1 := by
  rw [occupation_formula hK hc]
  change 1 - (b - a) / splitting (b - a) K ∈ Set.Ioo (0 : ℝ) 1
  obtain ⟨hR, -, hlt⟩ := splitting_bounds (b - a) hK
  have h1 := (div_lt_one hR).2 hlt
  have h2 := div_pos (sub_pos.2 hab) hR
  exact ⟨by linarith, by linarith⟩
```

## The same coupling at both gaps

Comparing gaps at one \(K\) isolates the effect of the energy difference. For gaps \(x<y\) with roots \(R\) and \(S\), expanding and inserting \(R^2=x^2+4K^2\), \(S^2=y^2+4K^2\) gives

\[(yR-xS)(R+S)=(y-x)(RS+4K^2-xy)>0,\]

since \(RS>|xy|\). Hence \(x/R<y/S\), and the larger gap has the smaller occupation. In the proof, `h4` is the factorisation and `h3` the positivity of its last factor.

If \(K\) may change, the order can reverse: \((\Delta,K)=(3,2)\) gives \(2/5\), while \((8,15/2)\) gives \(9/17\).

```lean
/-- At fixed nonzero coupling, the Hamiltonian with the larger gap has the smaller
antibonding occupation in its ground vector. -/
theorem occupation_strictly_decreases {a b a' b' K : ℝ} (hK : K ≠ 0)
    (hgap : b - a < b' - a') {c c' : Fin 2 → ℝ}
    (hc : IsGround (hamiltonian a b K) c) (hc' : IsGround (hamiltonian a' b' K) c') :
    antibondingOccupation c' < antibondingOccupation c := by
  rw [occupation_formula hK hc, occupation_formula hK hc']
  change 1 - (b' - a') / splitting (b' - a') K < 1 - (b - a) / splitting (b - a) K
  generalize b - a = x at hgap ⊢
  generalize b' - a' = y at hgap ⊢
  obtain ⟨hR, hR1, hR2⟩ := splitting_bounds x hK
  obtain ⟨hS, hS1, hS2⟩ := splitting_bounds y hK
  have hRsq := splitting_sq x K
  have hSsq := splitting_sq y K
  generalize splitting x K = R at *
  generalize splitting y K = S at *
  have h1 : 0 < (R - x) * (S + y) := mul_pos (by linarith) (by linarith)
  have h2 : 0 < (R + x) * (S - y) := mul_pos (by linarith) (by linarith)
  have h3 : 0 < R * S + 4 * K ^ 2 - x * y := by linarith [sq_nonneg K]
  -- Multiplying by R + S makes the difference factorise.
  have h4 : (y * R - x * S) * (R + S) = (y - x) * (R * S + 4 * K ^ 2 - x * y) := by
    linear_combination y * hRsq - x * hSsq
  have h5 : 0 < (y * R - x * S) * (R + S) := by
    rw [h4]
    exact mul_pos (sub_pos.2 hgap) h3
  have h6 : 0 < y * R - x * S := (mul_pos_iff_of_pos_right (add_pos hR hS)).1 h5
  have h7 : x / R < y / S := (div_lt_div_iff₀ hR hS).2 (by linarith)
  linarith
```

The limit also holds \(K\) fixed. As \(\Delta\to0\) from either side, \(R\to2|K|>0\), so \(\Delta/R\to0\); Lean uses continuity of the formula along `groundVector`.

```lean
/-- At fixed nonzero coupling, the antibonding occupation of the ground vector tends to 1 as
the gap tends to 0. -/
theorem occupation_tendsto_one {K : ℝ} (hK : K ≠ 0) :
    Tendsto (fun Δ => antibondingOccupation (groundVector Δ K)) (𝓝 0) (𝓝 1) := by
  have hf : (fun Δ => antibondingOccupation (groundVector Δ K)) =
      fun Δ : ℝ => 1 - Δ / √(Δ ^ 2 + 4 * K ^ 2) := by
    funext Δ
    have h := occupation_formula hK (groundVector_isGround 0 Δ hK)
    rwa [sub_zero] at h
  have hcont : Continuous (fun Δ : ℝ => 1 - Δ / √(Δ ^ 2 + 4 * K ^ 2)) :=
    continuous_const.sub (continuous_id.div (by fun_prop)
      (fun Δ => (splitting_bounds Δ hK).1.ne'))
  rw [hf]
  have h := hcont.tendsto 0
  rwa [zero_div, sub_zero] at h
```

At nonzero coupling the value 1 means \(\Delta/R=0\), which happens exactly when \(a=b\), the case at the start.

```lean
/-- For nonzero coupling, the antibonding occupation of a ground vector equals 1 exactly when
the two configurations have equal energies. -/
theorem occupation_eq_one_iff {a b K : ℝ} (hK : K ≠ 0) {c : Fin 2 → ℝ}
    (hc : IsGround (hamiltonian a b K) c) : antibondingOccupation c = 1 ↔ a = b := by
  rw [occupation_formula hK hc]
  change 1 - (b - a) / splitting (b - a) K = 1 ↔ a = b
  have hR := (splitting_bounds (b - a) hK).1
  constructor
  · intro h
    have h0 : (b - a) / splitting (b - a) K = 0 := by linarith
    rw [div_eq_iff hR.ne', zero_mul] at h0
    linarith
  · intro h
    rw [h, sub_self, zero_div, sub_zero]

end

end TwoConfigurationModel
```

```lean
#print axioms TwoConfigurationModel.occupation_mem_Ioo
-- 'TwoConfigurationModel.occupation_mem_Ioo' depends on axioms: [propext, Classical.choice, Quot.sound]
#print axioms TwoConfigurationModel.occupation_strictly_decreases
-- 'TwoConfigurationModel.occupation_strictly_decreases' depends on axioms: [propext, Classical.choice, Quot.sound]
#print axioms TwoConfigurationModel.occupation_tendsto_one
-- 'TwoConfigurationModel.occupation_tendsto_one' depends on axioms: [propext, Classical.choice, Quot.sound]
#print axioms TwoConfigurationModel.occupation_eq_one_iff
-- 'TwoConfigurationModel.occupation_eq_one_iff' depends on axioms: [propext, Classical.choice, Quot.sound]
```
